# A finite pure-dephasing bath comes back arbitrarily close to full coherence

## Can incommensurate frequencies prevent revivals?

To simulate a qubit that loses phase coherence to its environment, I replace the continuous bath by $M$ harmonic modes. The coherence decays as it should, then comes back. With equally spaced frequencies $\Delta,2\Delta,\dots,M\Delta$ I expected this, since all modes realign after the common period $2\pi/\Delta$. If I choose incommensurate frequencies, can I get rid of the revivals, or do I only postpone them?

## No: they come within $K^M$ time steps, where $K$ sets their quality

Take $M$ modes with fixed real frequencies $w_j$ and weights $g_j\ge 0$, and look at the bath only at multiples of a time step $T$. The modes couple linearly to the qubit, cause pure dephasing only, and start in thermal equilibrium, uncorrelated with the qubit. Apart from a phase factor, the off-diagonal element of the qubit's density matrix is then multiplied by $e^{-G(t)}$, where
$$G(t)=\sum_j g_j\,(1-\cos w_jt).$$
Here $g_j$ is not the bare coupling: it collects the squared coupling, the frequency denominator and the thermal factor. $T$ is a time, not a temperature.

For every integer $K\ge1$, some integer $n$ with $1\le n\le K^M$ satisfies
$$G(nT)\le \frac{2\pi^2}{K^2}\sum_j g_j .$$
If $T$ is longer than the initial decay, this is a true revival once $K$ is large enough. For $K\le3$ the bound is weaker than the obvious $G\le2\sum_j g_j$.

**Realigning the phases.** Let $x_j=w_jT/2\pi$, the turns made by mode $j$ per step. For each $a=0,\dots,K^M$, the fractional parts $\{ax_j\}$ give a point in the unit cube. Cut the cube into $K^M$ boxes of side $1/K$. There are $K^M+1$ points, so two steps $a<b$ share a box. With $n=b-a$ and $m_j=\lfloor bx_j\rfloor-\lfloor ax_j\rfloor$,
$$|nx_j-m_j|=|\{bx_j\}-\{ax_j\}|<1/K .$$
Hence $w_jnT$ lies within $2\pi/K$ of $2\pi m_j$. Since $1-\cos\theta\le\theta^2/2$ and the cosine is periodic,
$$1-\cos(w_jnT)\le\tfrac12(2\pi/K)^2=2\pi^2/K^2 .$$
Multiplying by $g_j$ and summing gives the bound.

**Repeating the history.** Put $d=w_jnT$. A chord of the unit circle is at least as long as its projection, so
$$(\cos(a+d)-\cos a)^2\le2(1-\cos d)\le(2\pi/K)^2$$
for any angle $a$. With $a=w_jt$, the weighted sum gives $|G(t+nT)-G(t)|\le(2\pi/K)\sum_jg_j$ for all $t$, with the same $n$.

**Testing the power of $K$.** Take one mode of weight $g$ and frequency $2\pi/((K+1)T)$. At step $n\le K$ its phase is $2\pi s$ with $s=n/(K+1)$. If $s\le1/2$, then $\sin\pi s\ge2s$ gives $1-\cos2\pi s=2\sin^2\pi s\ge8s^2$. If $s\ge1/2$, replace $s$ by $1-s$. Both are at least $1/(K+1)$, so $G(nT)\ge8g/(K+1)^2$. For one mode, the power $K^{-2}$ is therefore optimal in a bound that must hold for every frequency.

Here is the argument in Lean.

```lean
import Mathlib

open Real

namespace FiniteBathRevival

noncomputable section

variable {ι : Type*} [Fintype ι]

/-- The decoherence function `G(t) = ∑ g_j (1 - cos (w_j t))` of a bath with finitely many
modes of weights `g_j` and frequencies `w_j`. -/
def decoherence (g w : ι → ℝ) (t : ℝ) : ℝ := ∑ j, g j * (1 - cos (w j * t))

/-- The factor `exp (-G(t))` that multiplies the off-diagonal element of the density matrix
in pure dephasing. -/
def coherence (g w : ι → ℝ) (t : ℝ) : ℝ := exp (-decoherence g w t)

/-- Simultaneous Dirichlet approximation: for `M` real numbers `x_j` and `K ≥ 1`, some integer
`n` from `1` to `K ^ M` brings every `n x_j` within `1 / K` of an integer. -/
theorem dirichlet_simultaneous (x : ι → ℝ) {K : ℕ} (hK : 1 ≤ K) :
    ∃ n : ℕ, 1 ≤ n ∧ n ≤ K ^ Fintype.card ι ∧
      ∀ j, ∃ m : ℤ, |(n : ℝ) * x j - (m : ℝ)| < 1 / (K : ℝ) := by
  classical
  have hK' : (0 : ℝ) < K := by exact_mod_cast hK
  have nonneg : ∀ y : ℝ, 0 ≤ Int.fract y * (K : ℝ) := fun y =>
    mul_nonneg (Int.fract_nonneg y) hK'.le
  have bound : ∀ y : ℝ, ⌊Int.fract y * (K : ℝ)⌋₊ < K := fun y => by
    rw [Nat.floor_lt (nonneg y)]
    nlinarith [Int.fract_lt_one y]
  -- the box of side 1/K that contains the phases at step a
  let box : Fin (K ^ Fintype.card ι + 1) → ι → Fin K := fun a j =>
    ⟨⌊Int.fract (((a : ℕ) : ℝ) * x j) * (K : ℝ)⌋₊, bound _⟩
  have key : ∀ a b : Fin (K ^ Fintype.card ι + 1), a < b → box a = box b →
      ∃ n : ℕ, 1 ≤ n ∧ n ≤ K ^ Fintype.card ι ∧
        ∀ j, ∃ m : ℤ, |(n : ℝ) * x j - (m : ℝ)| < 1 / (K : ℝ) := by
    intro a b hlt h
    have h1 : (a : ℕ) < (b : ℕ) := hlt
    refine ⟨(b : ℕ) - (a : ℕ), Nat.sub_pos_of_lt h1,
      (Nat.sub_le _ _).trans (Nat.le_of_lt_succ b.isLt), fun j =>
      ⟨⌊((b : ℕ) : ℝ) * x j⌋ - ⌊((a : ℕ) : ℝ) * x j⌋, ?_⟩⟩
    have hf : ⌊Int.fract (((a : ℕ) : ℝ) * x j) * (K : ℝ)⌋₊ =
        ⌊Int.fract (((b : ℕ) : ℝ) * x j) * (K : ℝ)⌋₊ := congrArg Fin.val (congrFun h j)
    have a1 := Nat.floor_le (nonneg (((a : ℕ) : ℝ) * x j))
    have a2 := Nat.lt_floor_add_one (Int.fract (((a : ℕ) : ℝ) * x j) * (K : ℝ))
    have b1 := Nat.floor_le (nonneg (((b : ℕ) : ℝ) * x j))
    have b2 := Nat.lt_floor_add_one (Int.fract (((b : ℕ) : ℝ) * x j) * (K : ℝ))
    rw [hf] at a1 a2
    have e : (((b : ℕ) - (a : ℕ) : ℕ) : ℝ) * x j -
        ((⌊((b : ℕ) : ℝ) * x j⌋ - ⌊((a : ℕ) : ℝ) * x j⌋ : ℤ) : ℝ) =
        Int.fract (((b : ℕ) : ℝ) * x j) - Int.fract (((a : ℕ) : ℝ) * x j) := by
      rw [Nat.cast_sub h1.le, Int.cast_sub]
      linear_combination Int.self_sub_floor (((b : ℕ) : ℝ) * x j) -
        Int.self_sub_floor (((a : ℕ) : ℝ) * x j)
    rw [e, lt_div_iff₀ hK']
    rcases abs_cases (Int.fract (((b : ℕ) : ℝ) * x j) - Int.fract (((a : ℕ) : ℝ) * x j))
      with ⟨h, _⟩ | ⟨h, _⟩ <;> rw [h] <;> nlinarith
  -- K^M + 1 steps and only K^M boxes: two steps share a box
  obtain ⟨a, b, hab, h⟩ := Fintype.exists_ne_map_eq_of_card_lt box (by simp)
  rcases lt_or_gt_of_ne hab with hlt | hlt
  · exact key a b hlt h
  · exact key b a hlt h.symm

/-- A phase within `δ` of a whole number of turns has `1 - cos θ ≤ δ² / 2`. -/
theorem one_sub_cos_le {θ δ : ℝ} (m : ℤ) (h : |θ - m * (2 * π)| ≤ δ) :
    1 - cos θ ≤ δ ^ 2 / 2 := by
  have h1 := Real.one_sub_sq_div_two_le_cos (x := θ - m * (2 * π))
  rw [Real.cos_sub_int_mul_two_pi] at h1
  have h2 := sq_le_sq' (abs_le.1 h).1 (abs_le.1 h).2
  linarith

/-- For `M` modes sampled at multiples of `T` and `K ≥ 1`, one common step `n` from `1` to
`K ^ M` has `1 - cos (w_j n T) ≤ 2 π² / K²` for every mode. -/
theorem phases_return (w : ι → ℝ) (T : ℝ) {K : ℕ} (hK : 1 ≤ K) :
    ∃ n : ℕ, 1 ≤ n ∧ n ≤ K ^ Fintype.card ι ∧
      ∀ j, 1 - cos (w j * (n * T)) ≤ 2 * π ^ 2 / (K : ℝ) ^ 2 := by
  obtain ⟨n, h1, h2, h⟩ := dirichlet_simultaneous (fun j => w j * T / (2 * π)) hK
  refine ⟨n, h1, h2, fun j => ?_⟩
  obtain ⟨m, hm⟩ := h j
  have hx : w j * T / (2 * π) * (2 * π) = w j * T :=
    div_mul_cancel₀ _ Real.two_pi_pos.ne'
  have e : w j * (n * T) - m * (2 * π) = 2 * π * (n * (w j * T / (2 * π)) - m) := by
    linear_combination (-(n : ℝ)) * hx
  have hd : |w j * (n * T) - m * (2 * π)| ≤ 2 * π * (1 / (K : ℝ)) := by
    rw [e, abs_mul, abs_of_pos Real.two_pi_pos]
    exact mul_le_mul_of_nonneg_left hm.le Real.two_pi_pos.le
  calc 1 - cos (w j * (n * T)) ≤ (2 * π * (1 / (K : ℝ))) ^ 2 / 2 := one_sub_cos_le m hd
    _ = 2 * π ^ 2 / (K : ℝ) ^ 2 := by ring

/-- For `M` modes with weights `g_j ≥ 0` and any `K ≥ 1`, some sampled time `n T` with
`1 ≤ n ≤ K ^ M` has `G(n T) ≤ (2 π² / K²) ∑ g_j`. -/
theorem decoherence_revival (g w : ι → ℝ) (hg : ∀ j, 0 ≤ g j) (T : ℝ) {K : ℕ} (hK : 1 ≤ K) :
    ∃ n : ℕ, 1 ≤ n ∧ n ≤ K ^ Fintype.card ι ∧
      decoherence g w (n * T) ≤ 2 * π ^ 2 / (K : ℝ) ^ 2 * ∑ j, g j := by
  obtain ⟨n, h1, h2, h⟩ := phases_return w T hK
  refine ⟨n, h1, h2, ?_⟩
  rw [decoherence, Finset.mul_sum]
  refine Finset.sum_le_sum fun j _ => ?_
  rw [mul_comm (2 * π ^ 2 / (K : ℝ) ^ 2)]
  exact mul_le_mul_of_nonneg_left (h j) (hg j)

/-- For weights `g_j ≥ 0` and `K ≥ 1`, the coherence is at least `exp (-(2 π² / K²) ∑ g_j)` at some
time `n T` with `1 ≤ n ≤ K ^ M`. -/
theorem coherence_revival (g w : ι → ℝ) (hg : ∀ j, 0 ≤ g j) (T : ℝ) {K : ℕ} (hK : 1 ≤ K) :
    ∃ n : ℕ, 1 ≤ n ∧ n ≤ K ^ Fintype.card ι ∧
      exp (-(2 * π ^ 2 / (K : ℝ) ^ 2 * ∑ j, g j)) ≤ coherence g w (n * T) := by
  obtain ⟨n, h1, h2, h⟩ := decoherence_revival g w hg T hK
  exact ⟨n, h1, h2, Real.exp_le_exp.2 (neg_le_neg h)⟩

/-- For `g_j ≥ 0` and `K ≥ 1`, a single shift `n T` with `1 ≤ n ≤ K ^ M` changes `G` by at most
`(2 π / K) ∑ g_j` at every time `t`. -/
theorem history_recurs (g w : ι → ℝ) (hg : ∀ j, 0 ≤ g j) (T : ℝ) {K : ℕ} (hK : 1 ≤ K) :
    ∃ n : ℕ, 1 ≤ n ∧ n ≤ K ^ Fintype.card ι ∧
      ∀ t, |decoherence g w (t + n * T) - decoherence g w t| ≤ 2 * π / K * ∑ j, g j := by
  obtain ⟨n, h1, h2, h⟩ := phases_return w T hK
  refine ⟨n, h1, h2, fun t => ?_⟩
  rw [decoherence, decoherence, ← Finset.sum_sub_distrib, Finset.mul_sum]
  refine (Finset.abs_sum_le_sum_abs _ _).trans (Finset.sum_le_sum fun j _ => ?_)
  -- a chord of the unit circle bounds the change of its projection
  have chord : ∀ a d : ℝ, (cos (a + d) - cos a) ^ 2 ≤ 2 * (1 - cos d) := fun a d => by
    have e : (cos (a + d) - cos a) ^ 2 + (sin (a + d) - sin a) ^ 2 = 2 * (1 - cos d) := by
      rw [Real.cos_add, Real.sin_add]
      linear_combination (cos d ^ 2 + sin d ^ 2 + 1 - 2 * cos d) * Real.sin_sq_add_cos_sq a +
        Real.sin_sq_add_cos_sq d
    linarith [sq_nonneg (sin (a + d) - sin a)]
  have hc : |cos (w j * t + w j * (n * T)) - cos (w j * t)| ≤ 2 * π / K := by
    refine abs_le_of_sq_le_sq ?_ (by positivity)
    calc _ ≤ 2 * (1 - cos (w j * (n * T))) := chord _ _
      _ ≤ 2 * (2 * π ^ 2 / (K : ℝ) ^ 2) := by linarith [h j]
      _ = (2 * π / K) ^ 2 := by ring
  have e : g j * (1 - cos (w j * (t + n * T))) - g j * (1 - cos (w j * t)) =
      -(g j * (cos (w j * t + w j * (n * T)) - cos (w j * t))) := by
    rw [mul_add]
    ring
  rw [e, abs_neg, abs_mul, abs_of_nonneg (hg j), mul_comm (2 * π / (K : ℝ))]
  exact mul_le_mul_of_nonneg_left hc (hg j)

/-- One mode with weight `g ≥ 0` and frequency `2 π / ((K + 1) T)`, where `T ≠ 0`, has
`G(n T) ≥ 8 g / (K + 1)²` for every `n` from `1` to `K`. -/
theorem single_mode_sharpness {g T : ℝ} (hg : 0 ≤ g) (hT : T ≠ 0) {K n : ℕ}
    (hn : 1 ≤ n) (hnK : n ≤ K) :
    g * (8 * (1 / ((K : ℝ) + 1)) ^ 2) ≤
      decoherence (fun _ : Fin 1 => g) (fun _ => 2 * π / (((K : ℝ) + 1) * T)) (n * T) := by
  have hK1 : (0 : ℝ) < (K : ℝ) + 1 := by positivity
  have hK0 : (K : ℝ) + 1 ≠ 0 := hK1.ne'
  have hn' : (1 : ℝ) ≤ n := by exact_mod_cast hn
  have hnK' : (n : ℝ) ≤ K := by exact_mod_cast hnK
  have hr : 0 ≤ 1 / ((K : ℝ) + 1) := by positivity
  have angle : 2 * π / (((K : ℝ) + 1) * T) * (n * T) = 2 * π * (n / ((K : ℝ) + 1)) := by
    field_simp
  have lo : 1 / ((K : ℝ) + 1) ≤ n / ((K : ℝ) + 1) := by gcongr
  have hi : 1 / ((K : ℝ) + 1) ≤ 1 - n / ((K : ℝ) + 1) := by
    have h : ((n : ℝ) + 1) / ((K : ℝ) + 1) ≤ 1 := by
      rw [div_le_one hK1]
      linarith
    rw [add_div] at h
    linarith
  -- on half a turn the cosine lies below a parabola
  have parabola : ∀ s : ℝ, 0 ≤ s → s ≤ 1 / 2 → cos (2 * π * s) ≤ 1 - 8 * s ^ 2 := by
    intro s h0 h1
    have h := Real.mul_le_sin (x := π * s) (mul_nonneg Real.pi_pos.le h0)
      (by nlinarith [Real.pi_pos])
    rw [← mul_assoc, div_mul_cancel₀ _ Real.pi_ne_zero] at h
    have h2 : (2 * s) ^ 2 ≤ sin (π * s) ^ 2 := pow_le_pow_left₀ (by linarith) h 2
    rw [mul_assoc, Real.cos_two_mul]
    linarith [Real.sin_sq_add_cos_sq (π * s), mul_pow 2 s 2]
  simp only [decoherence, Finset.univ_unique, Finset.sum_singleton]
  rw [angle]
  refine mul_le_mul_of_nonneg_left ?_ hg
  rcases le_total ((n : ℝ) / ((K : ℝ) + 1)) (1 / 2) with h | h
  · have hp := parabola _ (hr.trans lo) h
    nlinarith
  · -- past half a turn, measure the phase backwards
    have hp := parabola (1 - n / ((K : ℝ) + 1)) (hr.trans hi) (by linarith)
    rw [mul_sub, mul_one, Real.cos_two_pi_sub] at hp
    nlinarith

end

end FiniteBathRevival
```

```lean
#print axioms FiniteBathRevival.coherence_revival
#print axioms FiniteBathRevival.history_recurs
#print axioms FiniteBathRevival.single_mode_sharpness
```

```
'FiniteBathRevival.coherence_revival' depends on axioms: [propext, Classical.choice, Quot.sound]
'FiniteBathRevival.history_recurs' depends on axioms: [propext, Classical.choice, Quot.sound]
'FiniteBathRevival.single_mode_sharpness' depends on axioms: [propext, Classical.choice, Quot.sound]
```

**What the statements say.** The finite type `ι` labels the modes, and `Fintype.card ι` is $M$. The functions `g` and `w` hold weights and frequencies; `decoherence` is $G$ and `coherence` is $e^{-G}$. `decoherence_revival` is the main bound, and `coherence_revival` turns it into a lower bound on the coherence. Only `hg`, the non-negativity of the weights, and `hK`, which says $K\ge1$, are assumed; $T$ may be any real number. In `history_recurs`, `n` is chosen before `t`, so one shift serves all times.

The form of $G$ is a definition here; its derivation from a qubit–bath Hamiltonian is the step left to physics. A continuum of modes is excluded.

**How Lean gets there.** In `dirichlet_simultaneous`, `box` records the box of each step, `Fintype.exists_ne_map_eq_of_card_lt` finds two steps in one box, and `key` subtracts them. `phases_return` converts turns to angles and applies `one_sub_cos_le`; `Finset.sum_le_sum` then adds up the modes. Inside the later proofs, `chord` is the circle inequality and `parabola` the bound $1-\cos2\pi s\ge8s^2$.

For a simulation with finitely many dephasing modes of fixed frequencies and weights, and a step $T>0$ longer than the initial decay, $K^MT$ is thus an upper bound on the time of the first return of given quality, not a time before which you are safe: with many modes, an equally spaced bath like yours can revive far sooner.
